# If the triplet is spuriously lower at the s-wave cutoff, singlet and triplet model energies with $(L+1)^{-3}$ and $(L+1)^{-5}$ errors cross exactly once

Take a singlet whose energy, computed with partial waves up to angular momentum $L$, is $E + 9/x^3$, and a triplet with energy $E + 1 + 4/x^5$, where $x = L+1$ and $E$ is the converged singlet energy. The converged singlet lies lower by one unit. The truncated energies disagree at first:

| $L$ | $x$ | singlet $-\,E$ | triplet $-\,E$ | lower state |
|---|---|---|---|---|
| 0 | 1 | $9$ | $5$ | triplet |
| 1 | 2 | $9/8$ | $9/8$ | neither |
| 2 | 3 | $1/3$ | $1 + 4/243$ | singlet |

The singlet starts with the larger error, and that error decays more slowly. The order is right only once the difference between the errors has fallen below the true separation.

```lean
import Mathlib

namespace PartialWaveCrossing

noncomputable section
```

## Two energies with different tails

In general the singlet error is $A/x^3$ and the triplet error is $B/x^5$. The different powers reflect the behaviour of the pair function where two electrons meet: it is generally nonzero there for a singlet and vanishes for a triplet. The model takes these leading asymptotic forms as exact at every cutoff, with $A$ and $B$ given rather than derived from a Hamiltonian.

```lean
/-- Singlet energy with limit `E` and truncation error `A / x ^ 3`, where `x = L + 1` is nonzero. -/
def singlet (E A x : ℝ) : ℝ := E + A / x ^ 3
```

The triplet limit is $E + d$, so $d > 0$ says that the converged singlet is the lower state. In Lean all these quantities, including $x$, are real numbers, with the energies in any common unit. The physical cutoffs are the points $x = 1, 2, 3, \dots$

```lean
/-- Triplet energy with limit `E + d` and truncation error `B / x ^ 5`, where `x = L + 1` is
nonzero. -/
def triplet (E d B x : ℝ) : ℝ := E + d + B / x ^ 5
```

## The order as a polynomial inequality

Since $A/x^3 = Ax^2/x^5$, the gap for $x > 0$, taken as singlet minus triplet, is
$$\frac{A}{x^3} - d - \frac{B}{x^5} = \frac{p(x)}{x^5}, \qquad p(x) = Ax^2 - B - dx^5 .$$

```lean
variable {E A B d x y : ℝ}

/-- For `x > 0` the singlet energy minus the triplet energy is a polynomial divided by `x ^ 5`. -/
theorem gap_eq (hx : 0 < x) :
    singlet E A x - triplet E d B x = (A * x ^ 2 - B - d * x ^ 5) / x ^ 5 := by
  have h5 : x ^ 5 ≠ 0 := by positivity
  have h3 : x ^ 3 ≠ 0 := by positivity
  have h : A / x ^ 3 = A * x ^ 2 / x ^ 5 := by
    rw [div_eq_div_iff h3 h5]
    ring
  unfold singlet triplet
  rw [sub_div, sub_div, mul_div_cancel_right₀ d h5, ← h]
  ring
```

The denominator is positive, so the triplet is lower exactly when $dx^5 + B < Ax^2$, and the singlet exactly when the reverse strict inequality holds. `order_iff` states both equivalences. Its proof multiplies the gap by $x^5$ in one direction and divides $p(x)$ by $x^5$ in the other.

```lean
/-- For `x > 0` the order of the two energies is decided by comparing `A x ^ 2` with
`d x ^ 5 + B`. -/
theorem order_iff (hx : 0 < x) :
    (triplet E d B x < singlet E A x ↔ d * x ^ 5 + B < A * x ^ 2) ∧
    (singlet E A x < triplet E d B x ↔ A * x ^ 2 < d * x ^ 5 + B) := by
  have h5 : 0 < x ^ 5 := by positivity
  have key : (singlet E A x - triplet E d B x) * x ^ 5 = A * x ^ 2 - B - d * x ^ 5 := by
    rw [gap_eq hx, div_mul_cancel₀ _ h5.ne']
  refine ⟨⟨fun h => ?_, fun h => ?_⟩, ⟨fun h => ?_, fun h => ?_⟩⟩
  · have := mul_pos (sub_pos.2 h) h5
    linarith
  · have : 0 < singlet E A x - triplet E d B x := by
      rw [gap_eq hx]
      exact div_pos (by linarith) h5
    linarith
  · have := mul_pos (sub_pos.2 h) h5
    linarith
  · have : singlet E A x - triplet E d B x < 0 := by
      rw [gap_eq hx]
      exact div_neg_of_neg_of_pos (by linarith) h5
    linarith
```

## Once correct, the order stays correct

Assume $d > 0$ and $A - B > d$. The second condition says that at $x = 1$, with s waves only, the singlet's excess error is larger than the true separation, so the triplet comes out lower.

As a function of $x^2$, $p$ is concave. It is positive at $x = 1$, so once it has come down to zero it must go on falling. The concavity enters through a tangent inequality for $x, z > 0$:
$$2z^5 - 5x^3z^2 + 3x^5 = (z-x)^2(2z^3 + 4z^2x + 6zx^2 + 3x^3) \ge 0 .$$

Suppose the singlet is not above the triplet at some $x \ge 1$, that is, $Ax^2 \le dx^5 + B$. With $B < A - d$ this gives $A(x^2-1) < d(x^5-1)$. The tangent inequality at $z = 1$ reads $2(x^5-1) \le 5x^3(x^2-1)$, so
$$2A(x^2-1) < 5dx^3(x^2-1), \qquad\text{hence}\qquad 2A < 5dx^3 .$$
For $y > x$, the tangent inequality at $z = y$ then gives
$$2dy^5 \ge 2dx^5 + 5dx^3(y^2-x^2) > 2dx^5 + 2A(y^2-x^2),$$
which rearranges to $p(y) < p(x) \le 0$. The singlet is strictly lower at $y$.

In the code, `t1` and `t2` are the two uses of the tangent inequality, `hA` is the bound $2A < 5dx^3$ obtained from `t1`, and `t3` is this bound multiplied by $y^2 - x^2$. The last `linarith` combines `t2` and `t3` with the assumption at $x$.

```lean
/-- Let `d > 0` and `A - B > d`. If the singlet is not above the triplet at some `x ≥ 1`, it is
strictly below the triplet at every larger `y`. -/
theorem correct_order_persists (hd : 0 < d) (hAB : d < A - B) (hx : 1 ≤ x)
    (h : singlet E A x ≤ triplet E d B x) (hxy : x < y) :
    singlet E A y < triplet E d B y := by
  have hx0 : 0 < x := by linarith
  have hy0 : 0 < y := by linarith
  have hle : A * x ^ 2 ≤ d * x ^ 5 + B :=
    not_lt.1 fun h' => not_lt_of_ge h ((order_iff (E := E) hx0).1.2 h')
  -- the fifth power is convex as a function of the square: tangent inequality at `x`
  have tangent : ∀ z : ℝ, 0 < z → 0 ≤ 2 * z ^ 5 - 5 * x ^ 3 * z ^ 2 + 3 * x ^ 5 := by
    intro z hz
    have e : 2 * z ^ 5 - 5 * x ^ 3 * z ^ 2 + 3 * x ^ 5 =
        (z - x) ^ 2 * (2 * z ^ 3 + 4 * z ^ 2 * x + 6 * z * x ^ 2 + 3 * x ^ 3) := by ring
    rw [e]
    positivity
  have t1 := mul_nonneg hd.le (tangent 1 one_pos)
  have t2 := mul_nonneg hd.le (tangent y hy0)
  -- the chord from `1` to `x` bounds the singlet amplitude
  have hsq : 0 ≤ x ^ 2 - 1 := by nlinarith
  have hA : 2 * A < 5 * d * x ^ 3 := by
    refine lt_of_mul_lt_mul_right ?_ hsq
    linarith
  have hyx : 0 < y ^ 2 - x ^ 2 := by nlinarith
  have t3 := mul_pos (sub_pos.2 hA) hyx
  apply (order_iff hy0).2.2
  linarith
```

## Exactly one crossing

At $x = 1$ we have $p(1) = A - B - d > 0$. For a point on the other side, take $M = 1 + (|A|+|B|)/d$. Since $M \ge 1$,
$$dM^5 \ge dM^3 = (d + |A| + |B|)M^2 \ge AM^2 - B,$$
so $p(M) \le 0$. The intermediate value theorem gives a zero $x_0$ in $[1, M]$, and $x_0 \ne 1$ because $p(1) > 0$.

Persistence settles the rest. If the singlet were not above the triplet at some $x$ with $1 \le x < x_0$, it would be strictly lower at $x_0$, where the energies agree. Beyond $x_0$, persistence applies directly, starting from the equality.

The theorem reads: there is an $x_0 > 1$ such that, for every real $x \ge 1$, the energies are equal if and only if $x = x_0$, the triplet is lower if and only if $x < x_0$, and the singlet is lower if and only if $x > x_0$. Only $d > 0$ and $A - B > d$ are assumed; $A$ and $B$ may have either sign. The three cases of `lt_trichotomy` correspond to the positions of $x$ relative to $x_0$.

```lean
/-- For `d > 0` and `A - B > d` there is one crossing `x₀ > 1` on `x ≥ 1`: the triplet is lower
exactly for `x < x₀`, and the singlet is lower exactly for `x > x₀`. -/
theorem unique_crossing (E : ℝ) (hd : 0 < d) (hAB : d < A - B) :
    ∃ x₀ : ℝ, 1 < x₀ ∧ ∀ x : ℝ, 1 ≤ x →
      (singlet E A x = triplet E d B x ↔ x = x₀) ∧
      (triplet E d B x < singlet E A x ↔ x < x₀) ∧
      (singlet E A x < triplet E d B x ↔ x₀ < x) := by
  -- a point far enough out, where the singlet is already lower
  obtain ⟨M, hM1, hdM⟩ : ∃ M : ℝ, 1 ≤ M ∧ d * M = d + |A| + |B| := by
    have hq : (|A| + |B|) / d * d = |A| + |B| := div_mul_cancel₀ _ hd.ne'
    have hn : 0 ≤ (|A| + |B|) / d := by positivity
    exact ⟨1 + (|A| + |B|) / d, by linarith, by linear_combination hq⟩
  have hM2 : 1 ≤ M ^ 2 := by nlinarith
  have hneg : A * M ^ 2 - B - d * M ^ 5 ≤ 0 := by
    have e : d * M ^ 3 = (d + |A| + |B|) * M ^ 2 := by linear_combination M ^ 2 * hdM
    have h35 : 0 ≤ d * M ^ 3 * (M ^ 2 - 1) :=
      mul_nonneg (by positivity) (by linarith)
    nlinarith [mul_nonneg (sub_nonneg.2 (le_abs_self A)) (sq_nonneg M),
      mul_nonneg (abs_nonneg B) (sub_nonneg.2 hM2), neg_abs_le B,
      mul_nonneg hd.le (sq_nonneg M)]
  have hpos : 0 ≤ A * (1 : ℝ) ^ 2 - B - d * (1 : ℝ) ^ 5 := by linarith
  have hc : ContinuousOn (fun x : ℝ => A * x ^ 2 - B - d * x ^ 5) (Set.Icc 1 M) := by
    fun_prop
  obtain ⟨x₀, ⟨h1, _⟩, h0⟩ := intermediate_value_Icc' hM1 hc ⟨hneg, hpos⟩
  have h0' : A * x₀ ^ 2 - B - d * x₀ ^ 5 = 0 := h0
  have hx₀ : 1 < x₀ := by
    refine lt_of_le_of_ne h1 fun h => ?_
    rw [← h] at h0'
    linarith
  have heq : singlet E A x₀ = triplet E d B x₀ :=
    sub_eq_zero.1 (by rw [gap_eq (by linarith), h0', zero_div])
  refine ⟨x₀, hx₀, fun x hx => ?_⟩
  rcases lt_trichotomy x x₀ with h | h | h
  · -- a correct order before `x₀` would persist up to `x₀`
    have hT : triplet E d B x < singlet E A x := by
      by_contra hn
      exact (correct_order_persists hd hAB hx (not_lt.1 hn) h).ne heq
    exact ⟨⟨fun e => absurd e hT.ne', fun e => absurd e h.ne⟩, ⟨fun _ => h, fun _ => hT⟩,
      ⟨fun e => absurd e (lt_asymm hT), fun e => absurd e (lt_asymm h)⟩⟩
  · rw [h]
    exact ⟨⟨fun _ => rfl, fun _ => heq⟩,
      ⟨fun e => absurd heq e.ne', fun e => absurd e (lt_irrefl _)⟩,
      ⟨fun e => absurd heq e.ne, fun e => absurd e (lt_irrefl _)⟩⟩
  · have hS := correct_order_persists hd hAB hx₀.le heq.le h
    exact ⟨⟨fun e => absurd e hS.ne, fun e => absurd e h.ne'⟩,
      ⟨fun e => absurd e (lt_asymm hS), fun e => absurd e (lt_asymm h)⟩,
      ⟨fun _ => h, fun _ => hS⟩⟩
```

The variable could also have been the natural number $L$. The result would then be a first cutoff from which the singlet is always lower, and the intermediate value theorem would not be needed. A point of equality need not exist in that version: with $A = 10$, $B = 4$, $d = 1$ the triplet is lower at $L = 1$ and the singlet at $L = 2$, with no tie at any cutoff.

## Where the crossing lies

Let $B > 0$, as for a truncation that raises the triplet energy. At a crossing $x > 1$, dividing $Ax^2 = dx^5 + B$ by $x^2$ gives
$$dx^3 = A - \frac{B}{x^2}, \qquad\text{so}\qquad \frac{A-B}{d} < x^3 < \frac{A}{d} .$$
In the opening example this is $5 < 8 < 9$. The Lean proof compares the same quantities after multiplication by $x^2$.

```lean
/-- For `B > 0` and `d > 0`, the cube of any crossing point `x > 1` lies strictly between
`(A - B) / d` and `A / d`. -/
theorem crossing_bounds (hB : 0 < B) (hd : 0 < d) (hx : 1 < x)
    (heq : singlet E A x = triplet E d B x) : (A - B) / d < x ^ 3 ∧ x ^ 3 < A / d := by
  have hx0 : 0 < x := by linarith
  have h : A * x ^ 2 = d * x ^ 5 + B := le_antisymm
    (not_lt.1 fun h => ((order_iff (E := E) hx0).1.2 h).ne' heq)
    (not_lt.1 fun h => ((order_iff (E := E) hx0).2.2 h).ne heq)
  have hsq : 0 < x ^ 2 - 1 := by nlinarith
  have hBx := mul_pos hB hsq
  rw [div_lt_iff₀ hd, lt_div_iff₀ hd]
  constructor
  · refine lt_of_mul_lt_mul_right ?_ (sq_nonneg x)
    linarith
  · refine lt_of_mul_lt_mul_right ?_ (sq_nonneg x)
    linarith
```

This leads to a condition on the cutoff itself. If $d(L+1)^3 \ge A$, then with $x = L+1$ we have $Ax^2 \le dx^5 < dx^5 + B$, and the singlet is lower. In the example, $L = 2$ is the first cutoff that satisfies the condition. For a partial-wave calculation with $d > 0$ whose errors follow these two tails, the criterion gives a cutoff at which the truncated energies already show the converged order. It requires estimates of $A$ and $d$, and the sign of $d$ by itself gives that order. The criterion is sufficient, not necessary.

```lean
/-- For `B > 0`, a partial-wave cutoff `L` with `d (L + 1) ^ 3 ≥ A` puts the singlet below the
triplet. -/
theorem sufficient_cutoff (L : ℕ) (hB : 0 < B) (hL : A ≤ d * ((L : ℝ) + 1) ^ 3) :
    singlet E A ((L : ℝ) + 1) < triplet E d B ((L : ℝ) + 1) := by
  apply (order_iff (by positivity)).2.2
  have := mul_le_mul_of_nonneg_right hL (sq_nonneg ((L : ℝ) + 1))
  linarith
```

## When the triplet is never lower

The converse question is whether the triplet is never lower when $A - B \le d$. This holds if also $A > 0$ and $5B \le 3A$. The slopes of the two errors at $x = 1$ are $-3A$ and $-5B$, so the last condition says that the triplet error does not initially fall faster than the singlet error.

Put $u = 1/x$ and $v = 1/y$ with $1 \le x < y$, so that $0 < v < u \le 1$. The gap at $x$ minus the gap at $y$ is
$$A(u^3-v^3) - B(u^5-v^5) \ge \frac{A}{5}(u-v)\,b,$$
$$b = 5(u^2+uv+v^2) - 3(u^4+u^3v+u^2v^2+uv^3+v^4) .$$
Because $u, v \le 1$, the quartic sum is at most $u^2 + 3uv + v^2$. Hence $b \ge 2(u-v)^2 > 0$, and the gap strictly decreases. The products handed to `nlinarith` for `hb` are the termwise bounds in this estimate, together with $(u-v)^2 > 0$.

```lean
/-- If `A > 0` and `5 B ≤ 3 A`, the singlet energy minus the triplet energy strictly decreases
with `x` on `x ≥ 1`. -/
theorem gap_decreases (hA : 0 < A) (hBA : 5 * B ≤ 3 * A) (hx : 1 ≤ x) (hxy : x < y) :
    singlet E A y - triplet E d B y < singlet E A x - triplet E d B x := by
  have e : ∀ t : ℝ, singlet E A t - triplet E d B t = A * t⁻¹ ^ 3 - B * t⁻¹ ^ 5 - d := by
    intro t
    unfold singlet triplet
    ring
  have hx0 : 0 < x := by linarith
  have hv : 0 < y⁻¹ := inv_pos.2 (by linarith)
  have hvu : y⁻¹ < x⁻¹ := by
    rw [← one_div, ← one_div]
    exact one_div_lt_one_div_of_lt hx0 hxy
  have hu : x⁻¹ ≤ 1 := by
    rw [← one_div, div_le_iff₀ hx0]
    linarith
  rw [e, e]
  generalize x⁻¹ = u at *
  generalize y⁻¹ = v at *
  have hu0 : 0 < u := by linarith
  have huv : 0 < u * v := mul_pos hu0 hv
  have h1 : 0 ≤ 1 - u ^ 2 := by nlinarith
  have h2 : 0 ≤ 1 - v ^ 2 := by nlinarith
  have h3 : 0 ≤ 1 - u * v := by nlinarith
  -- `5 u ^ 3 - 3 u ^ 5` increases on the unit interval
  have hb : 0 < 5 * (u ^ 2 + u * v + v ^ 2)
      - 3 * (u ^ 4 + u ^ 3 * v + u ^ 2 * v ^ 2 + u * v ^ 3 + v ^ 4) := by
    nlinarith [mul_nonneg (sq_nonneg u) h1, mul_nonneg huv.le h1, mul_nonneg huv.le h2,
      mul_nonneg (sq_nonneg v) h2, mul_nonneg huv.le h3, pow_pos (sub_pos.2 hvu) 2]
  have hk := mul_pos hA (mul_pos (sub_pos.2 hvu) hb)
  have h5 : 0 ≤ u ^ 5 - v ^ 5 := sub_nonneg.2 (pow_le_pow_left₀ hv.le hvu.le 5)
  have hm := mul_le_mul_of_nonneg_right hBA h5
  linarith
```

At $x = 1$ the gap is $A - B - d \le 0$. Since it decreases, it is negative at every $x > 1$. At $x = 1$ itself the energies tie if $A - B = d$.

```lean
/-- If `A > 0`, `5 B ≤ 3 A` and `A - B ≤ d`, the singlet is below the triplet at every `x > 1`. -/
theorem no_crossing (hA : 0 < A) (hBA : 5 * B ≤ 3 * A) (hAB : A - B ≤ d) (hx : 1 < x) :
    singlet E A x < triplet E d B x := by
  have h := gap_decreases (E := E) (d := d) hA hBA le_rfl hx
  have h1 : singlet E A 1 - triplet E d B 1 = A - B - d := by
    unfold singlet triplet
    ring
  linarith
```

Without $5B \le 3A$ this conclusion can fail. Take $A = B = 1$ and $d = 1/10$, so that $A - B = 0 < d$. Comparing $Ax^2$ with $dx^5 + B$ gives $1 < 1.1$ at $x = 1$, then $1.5625 > 1.31$ at $x = 5/4$, and $4 < 4.2$ at $x = 2$. The triplet is lower in a window between the cutoffs $L = 0$ and $L = 1$, so no actual cutoff shows it. With $d = 1/20$ instead, the triplet is lower at the cutoff $L = 1$ itself, while the singlet is lower at $L = 0$ and $L = 2$.

```lean
/-- For `A = B = 1` and `d = 1/10` the singlet is lower at `x = 1`, the triplet at `x = 5/4`, and
the singlet again at `x = 2`. -/
theorem reentrant_order (E : ℝ) :
    singlet E 1 1 < triplet E (1 / 10) 1 1 ∧
    triplet E (1 / 10) 1 (5 / 4) < singlet E 1 (5 / 4) ∧
    singlet E 1 2 < triplet E (1 / 10) 1 2 := by
  refine ⟨(order_iff (by norm_num)).2.2 ?_, (order_iff (by norm_num)).1.2 ?_,
    (order_iff (by norm_num)).2.2 ?_⟩ <;> norm_num

end

end PartialWaveCrossing
```

```lean
#print axioms PartialWaveCrossing.unique_crossing
#print axioms PartialWaveCrossing.sufficient_cutoff
#print axioms PartialWaveCrossing.no_crossing
#print axioms PartialWaveCrossing.reentrant_order
```

```
'PartialWaveCrossing.unique_crossing' depends on axioms: [propext, Classical.choice, Quot.sound]
'PartialWaveCrossing.sufficient_cutoff' depends on axioms: [propext, Classical.choice, Quot.sound]
'PartialWaveCrossing.no_crossing' depends on axioms: [propext, Classical.choice, Quot.sound]
'PartialWaveCrossing.reentrant_order' depends on axioms: [propext, Classical.choice, Quot.sound]
```
